# With complete orbitals on a grid, the GW correlation self-energy has a 1/z tail with a local, nonnegative coefficient

## Completeness as a matrix equation

Completeness of the orbitals is expressed here on a grid. The value of orbital $m$ at grid point $r$ is the matrix entry $\varphi_m(r)$, with grid points as rows and orbitals as columns, and the orbitals are complete when $\varphi\varphi^\dagger = 1$, that is,

$$\sum_m \varphi_m(r)\,\overline{\varphi_m(r')} = \delta_{r,r'} .$$

For a square matrix this is unitarity. The delta is a Kronecker delta, so any volume element of the grid has been absorbed into the orbitals, and through them into the self-energy below.

In $G_0W_0$ the correlation self-energy combines the poles of $G_0$ with those of the screened interaction. For discrete excitations $s$ it takes the form

$$\Sigma(r,r',z)=\sum_{m,s}\frac{\varphi_m(r)\,\overline{\varphi_m(r')}\,u_s(r)\,\overline{u_s(r')}}{z-p_{ms}} .$$

The amplitude $u_s(r)$ is the fluctuation potential of excitation $s$. The real pole $p_{ms}$ stands for the orbital energy plus the excitation energy if $m$ is empty, and minus it if $m$ is occupied. The amplitudes do not depend on $m$, so occupied and empty orbitals share the same product $u_s(r)\overline{u_s(r')}$, as they do for real fluctuation potentials. Static exchange is not included.

## The leading tail

For one pole and $z\neq 0$, with $|z|>|p|$,

$$\frac{z}{z-p}=\frac{1}{1-p/z}\longrightarrow 1\qquad(|z|\to\infty).$$

The sums over $m$ and $s$ are finite, so the limit can be taken term by term. The numerators then factorise:

$$z\,\Sigma(r,r',z)\to\Big[\sum_m\varphi_m(r)\overline{\varphi_m(r')}\Big]A(r,r'),\qquad A(r,r')=\sum_s u_s(r)\overline{u_s(r')} .$$

This holds for any orbitals. If they are complete, the bracket is $\delta_{r,r'}$, and since $A(r,r)=\sum_s|u_s(r)|^2$,

$$z\,\Sigma(r,r',z)\to\delta_{r,r'}\,C(r),\qquad C(r)=\sum_s|u_s(r)|^2\ge 0 .$$

## Incomplete orbitals

Suppose that $A(r,r')\neq0$ for every pair of points, and that the tail has the local form above. Comparing the two limits gives

$$(\varphi\varphi^\dagger)(r,r')\,A(r,r')=\delta_{r,r'}\,A(r,r).$$

Dividing by $A(r,r')$ returns $\varphi\varphi^\dagger=1$. Under this condition on the amplitudes, a truncated orbital sum therefore gives a wrong tail for at least one pair of points: either a nonlocal part appears or the local weight changes. At a pair where $A(r,r')$ vanishes, the $1/z$ coefficient is zero whatever the orbitals are, so it carries no information about completeness.

## The next order and the imaginary axis

Let $r\neq r'$, let the orbitals be complete, and write $R_{ms}$ for the numerators. Then $\sum_{m,s}R_{ms}=0$, and subtracting $z$ times this zero gives

$$z^2\Sigma(r,r',z)=\sum_{m,s}R_{ms}\,z\Big(\frac{z}{z-p_{ms}}-1\Big)=\sum_{m,s}R_{ms}\,p_{ms}\frac{z}{z-p_{ms}}\to\sum_{m,s}R_{ms}\,p_{ms}.$$

Between different points the self-energy thus falls off at least as fast as $1/z^2$.

On the imaginary axis $z=i\omega$, and $\mathrm{Re}(i\omega\Sigma)=-\omega\,\mathrm{Im}\,\Sigma$. For complete orbitals the diagonal limit becomes

$$\omega\,\mathrm{Im}\,\Sigma(r,r,i\omega)\to-C(r)\qquad(\omega\to+\infty).$$

For a $G_0W_0$ self-energy of the form above, with complete orbitals on a finite grid, this gives a check on values computed at large imaginary frequency. With a truncated orbital sum the limit is $-(\varphi\varphi^\dagger)(r,r)\,C(r)$ instead.

## How the Lean statement reads

The types `R`, `M` and `S` label grid points, orbitals and excitations. `φ r m` is $\varphi_m(r)$, `u s r` is $u_s(r)$, and `p m s` is a real number, converted to a complex one in the denominator. `star` is complex conjugation and `φᴴ` is the conjugate transpose. `amplitudeOverlap` is $A$ and `tailWeight` is $C$.

The main theorem, `tail_local`, assumes `φ * φᴴ = 1` and concludes both the limit and `0 ≤ tailWeight u r`. The filter `Bornology.cobounded ℂ` expresses $|z|\to\infty$ with no restriction on direction. The matrix need not be square: the hypothesis also admits more orbitals than grid points, in which case the orbitals are not orthonormal.

The poles and amplitudes are given data; they are not derived from a response calculation. A continuum of excitations and the limit of an infinitely fine grid are not covered.

```lean
import Mathlib

open Filter Topology Matrix

namespace GWSelfEnergyTail

noncomputable section

variable {R M S : Type*} [Fintype M] [Fintype S]

/-- The correlation self-energy on a grid, with orbitals `φ r m`, amplitudes `u s r` and
real poles `p m s`, at complex frequency `z`. -/
def selfEnergy (φ : Matrix R M ℂ) (u : S → R → ℂ) (p : M → S → ℝ) (z : ℂ) (r r' : R) : ℂ :=
  ∑ m, ∑ s, φ r m * star (φ r' m) * (u s r * star (u s r')) / (z - (p m s : ℂ))

/-- The overlap of the amplitudes at two grid points, summed over all excitations. -/
def amplitudeOverlap (u : S → R → ℂ) (r r' : R) : ℂ :=
  ∑ s, u s r * star (u s r')

/-- The total squared modulus of the amplitudes at a grid point. -/
def tailWeight (u : S → R → ℂ) (r : R) : ℝ :=
  ∑ s, ‖u s r‖ ^ 2

/-- At coinciding grid points the amplitude overlap is the total squared modulus. -/
theorem amplitudeOverlap_self (u : S → R → ℂ) (r : R) :
    amplitudeOverlap u r r = (tailWeight u r : ℂ) := by
  unfold amplitudeOverlap tailWeight
  rw [Complex.ofReal_sum]
  refine Finset.sum_congr rfl fun s _ => ?_
  rw [Complex.star_def, Complex.mul_conj, Complex.normSq_eq_norm_sq]

/-- The residues of the self-energy add up to the orbital completeness sum times the
amplitude overlap. -/
theorem sum_residues (φ : Matrix R M ℂ) (u : S → R → ℂ) (r r' : R) :
    ∑ m, ∑ s, φ r m * star (φ r' m) * (u s r * star (u s r'))
      = (φ * φᴴ) r r' * amplitudeOverlap u r r' := by
  simp only [amplitudeOverlap, Matrix.mul_apply, Matrix.conjTranspose_apply,
    Finset.sum_mul_sum]

/-- A single pole term times the frequency tends to one at large complex frequency. -/
theorem single_pole_tail (p : ℂ) :
    Tendsto (fun z : ℂ => z / (z - p)) (Bornology.cobounded ℂ) (𝓝 1) := by
  have h0 : Tendsto (fun z : ℂ => z⁻¹) (Bornology.cobounded ℂ) (𝓝 0) :=
    tendsto_inv₀_cobounded
  have h1 : Tendsto (fun z : ℂ => (1 - p * z⁻¹)⁻¹) (Bornology.cobounded ℂ) (𝓝 1) := by
    have h2 : Tendsto (fun z : ℂ => 1 - p * z⁻¹) (Bornology.cobounded ℂ) (𝓝 1) := by
      simpa using (h0.const_mul p).const_sub 1
    simpa using h2.inv₀ one_ne_zero
  refine h1.congr' ?_
  filter_upwards [Bornology.eventually_ne_cobounded (0 : ℂ)] with z hz
  have h : z - p = z * (1 - p * z⁻¹) := by
    rw [mul_sub, mul_one, mul_left_comm, mul_inv_cancel₀ hz, mul_one]
  rw [h, div_eq_mul_inv, mul_inv, ← mul_assoc, mul_inv_cancel₀ hz, one_mul]

/-- For arbitrary orbitals, `z Σ(r,r',z)` tends to the orbital completeness sum times the
amplitude overlap. -/
theorem tail_general (φ : Matrix R M ℂ) (u : S → R → ℂ) (p : M → S → ℝ) (r r' : R) :
    Tendsto (fun z : ℂ => z * selfEnergy φ u p z r r') (Bornology.cobounded ℂ)
      (𝓝 ((φ * φᴴ) r r' * amplitudeOverlap u r r')) := by
  -- each pole contributes its residue
  have h : Tendsto (fun z : ℂ => ∑ m, ∑ s,
      φ r m * star (φ r' m) * (u s r * star (u s r')) * (z / (z - (p m s : ℂ))))
      (Bornology.cobounded ℂ)
      (𝓝 (∑ m, ∑ s, φ r m * star (φ r' m) * (u s r * star (u s r')) * 1)) :=
    tendsto_finsetSum _ fun m _ => tendsto_finsetSum _ fun s _ =>
      (single_pole_tail (p m s : ℂ)).const_mul _
  simp only [mul_one] at h
  rw [sum_residues] at h
  refine h.congr fun z => ?_
  simp only [selfEnergy, Finset.mul_sum]
  refine Finset.sum_congr rfl fun m _ => Finset.sum_congr rfl fun s _ => ?_
  ring

/-- For complete orbitals (a unitary matrix, when it is square), `z Σ(r,r',z)` tends to
`δ(r,r') ∑ₛ |uₛ(r)|²` at large complex frequency, and this weight is nonnegative. -/
theorem tail_local [DecidableEq R] (φ : Matrix R M ℂ) (hφ : φ * φᴴ = 1)
    (u : S → R → ℂ) (p : M → S → ℝ) (r r' : R) :
    Tendsto (fun z : ℂ => z * selfEnergy φ u p z r r') (Bornology.cobounded ℂ)
      (𝓝 (if r = r' then (tailWeight u r : ℂ) else 0)) ∧ 0 ≤ tailWeight u r := by
  refine ⟨?_, Finset.sum_nonneg fun s _ => sq_nonneg _⟩
  have h := tail_general φ u p r r'
  rw [hφ] at h
  by_cases hr : r = r'
  · subst hr
    rw [Matrix.one_apply_eq, one_mul, amplitudeOverlap_self] at h
    rwa [if_pos rfl]
  · rw [Matrix.one_apply_ne hr, zero_mul] at h
    rwa [if_neg hr]

/-- If the amplitude overlap vanishes at no pair of grid points, the tail has the local form
`δ(r,r') ∑ₛ |uₛ(r)|²` exactly when the orbitals are complete. -/
theorem tail_local_iff_complete [DecidableEq R] (φ : Matrix R M ℂ) (u : S → R → ℂ)
    (p : M → S → ℝ) (hu : ∀ r r', amplitudeOverlap u r r' ≠ 0) :
    (∀ r r', Tendsto (fun z : ℂ => z * selfEnergy φ u p z r r') (Bornology.cobounded ℂ)
      (𝓝 (if r = r' then (tailWeight u r : ℂ) else 0))) ↔ φ * φᴴ = 1 := by
  refine ⟨fun H => ?_, fun hφ r r' => (tail_local φ hφ u p r r').1⟩
  have : (Bornology.cobounded ℂ).NeBot := by
    rw [Metric.cobounded_eq_cocompact]
    infer_instance
  ext r r'
  -- limits are unique, so the two forms of the tail agree
  have h := tendsto_nhds_unique (tail_general φ u p r r') (H r r')
  by_cases hr : r = r'
  · subst hr
    rw [if_pos rfl, ← amplitudeOverlap_self] at h
    rw [Matrix.one_apply_eq]
    exact mul_right_cancel₀ (hu r r) (by rw [one_mul]; exact h)
  · rw [if_neg hr] at h
    rw [Matrix.one_apply_ne hr]
    exact (mul_eq_zero.mp h).resolve_right (hu r r')

/-- For complete orbitals and two different grid points, `z² Σ(r,r',z)` tends to the sum of
the residues weighted by their pole positions. -/
theorem nonlocal_tail [DecidableEq R] (φ : Matrix R M ℂ) (hφ : φ * φᴴ = 1)
    (u : S → R → ℂ) (p : M → S → ℝ) {r r' : R} (hr : r ≠ r') :
    Tendsto (fun z : ℂ => z ^ 2 * selfEnergy φ u p z r r') (Bornology.cobounded ℂ)
      (𝓝 (∑ m, ∑ s, φ r m * star (φ r' m) * (u s r * star (u s r')) * (p m s : ℂ))) := by
  -- the next order of a single pole is its position
  have hp : ∀ q : ℂ, Tendsto (fun z : ℂ => z * (z / (z - q) - 1))
      (Bornology.cobounded ℂ) (𝓝 q) := by
    intro q
    have h1 : Tendsto (fun z : ℂ => q * (z / (z - q))) (Bornology.cobounded ℂ) (𝓝 q) := by
      simpa using (single_pole_tail q).const_mul q
    refine h1.congr' ?_
    filter_upwards [Bornology.eventually_ne_cobounded q] with z hz
    have hz' : z - q ≠ 0 := sub_ne_zero.mpr hz
    have h2 : z / (z - q) - 1 = q / (z - q) := by
      rw [div_sub_one hz']
      congr 1
      ring
    rw [h2]
    ring
  -- completeness removes the leading order
  have h0 : ∑ m, ∑ s, φ r m * star (φ r' m) * (u s r * star (u s r')) = 0 := by
    rw [sum_residues, hφ, Matrix.one_apply_ne hr, zero_mul]
  have h := tendsto_finsetSum Finset.univ fun m _ => tendsto_finsetSum Finset.univ
    fun s _ => (hp (p m s : ℂ)).const_mul (φ r m * star (φ r' m) * (u s r * star (u s r')))
  refine h.congr fun z => ?_
  rw [← sub_zero (z ^ 2 * selfEnergy φ u p z r r'), ← mul_zero z, ← h0]
  simp only [selfEnergy, Finset.mul_sum, ← Finset.sum_sub_distrib]
  refine Finset.sum_congr rfl fun m _ => Finset.sum_congr rfl fun s _ => ?_
  ring

/-- On the imaginary frequency axis, for complete orbitals, `ω Im Σ(r,r,iω)` tends to
`-∑ₛ |uₛ(r)|²` as `ω → ∞`. -/
theorem imaginary_axis_tail [DecidableEq R] (φ : Matrix R M ℂ) (hφ : φ * φᴴ = 1)
    (u : S → R → ℂ) (p : M → S → ℝ) (r : R) :
    Tendsto (fun ω : ℝ => ω * (selfEnergy φ u p (ω * Complex.I) r r).im) atTop
      (𝓝 (-tailWeight u r)) := by
  have hI : Tendsto (fun ω : ℝ => (ω : ℂ) * Complex.I) atTop (Bornology.cobounded ℂ) := by
    rw [← tendsto_norm_atTop_iff_cobounded]
    simpa using tendsto_abs_atTop_atTop (G := ℝ)
  have h := (tail_local φ hφ u p r r).1.comp hI
  rw [if_pos rfl] at h
  have h2 := ((Complex.continuous_re.tendsto _).comp h).neg
  rw [Complex.ofReal_re] at h2
  refine h2.congr fun ω => ?_
  simp [Complex.mul_re]

/-- Two explicit orbitals on two grid points are complete, and a single amplitude with values
1 and 2 has nowhere vanishing overlap. -/
theorem complete_orbitals_witness :
    (!![3/5, 4/5; 4/5, -3/5] : Matrix (Fin 2) (Fin 2) ℂ) * !![3/5, 4/5; 4/5, -3/5]ᴴ = 1 ∧
      ∀ r r' : Fin 2, amplitudeOverlap (fun _ : Unit => (![1, 2] : Fin 2 → ℂ)) r r' ≠ 0 := by
  have h3 : (starRingEnd ℂ) 3 = 3 := Complex.conj_eq_iff_im.mpr (by simp)
  have h4 : (starRingEnd ℂ) 4 = 4 := Complex.conj_eq_iff_im.mpr (by simp)
  have h5 : (starRingEnd ℂ) 5 = 5 := Complex.conj_eq_iff_im.mpr (by simp)
  constructor
  · ext i j
    fin_cases i <;> fin_cases j <;>
      simp [Matrix.mul_apply, Fin.sum_univ_succ, h3, h4, h5] <;> norm_num
  · intro r r'
    fin_cases r <;> fin_cases r' <;> simp [amplitudeOverlap]

end

end GWSelfEnergyTail
```

```lean
#print axioms GWSelfEnergyTail.tail_local_iff_complete
#print axioms GWSelfEnergyTail.nonlocal_tail
#print axioms GWSelfEnergyTail.imaginary_axis_tail
```

```
'GWSelfEnergyTail.tail_local_iff_complete' depends on axioms: [propext, Classical.choice, Quot.sound]
'GWSelfEnergyTail.nonlocal_tail' depends on axioms: [propext, Classical.choice, Quot.sound]
'GWSelfEnergyTail.imaginary_axis_tail' depends on axioms: [propext, Classical.choice, Quot.sound]
```

## From one pole to the full sum

`single_pole_tail` starts from $1/z\to0$, obtains $(1-p/z)^{-1}\to1$, and identifies this expression with $z/(z-p)$ for $z\neq0$. `sum_residues` is the factorisation of the numerators, and `amplitudeOverlap_self` is the identity $A(r,r)=C(r)$.

In `tail_general`, `tendsto_finsetSum` carries the single-pole limit through both sums. `sum_residues` rewrites the result, and `ring` matches each term with the definition of the self-energy. `tail_local` inserts completeness and treats $r=r'$ and $r\neq r'$ separately; nonnegativity follows because each term is a square.

## Uniqueness of limits and the remaining theorems

For the converse, `tail_local_iff_complete` applies `tendsto_nhds_unique` to the general and the local limit. This requires that $|z|\to\infty$ be a nontrivial limit, which is the `NeBot` step. On the diagonal the nonzero overlap is cancelled; off the diagonal a vanishing product forces the orbital factor to vanish.

`nonlocal_tail` first proves the limit $z\,(z/(z-q)-1)\to q$ as `hp`. The vanishing sum of numerators is `h0`, and the rewriting with `sub_zero` and `mul_zero` performs the subtraction made above.

`imaginary_axis_tail` composes the main limit with $\omega\mapsto i\omega$, then takes the real part and changes the sign.

`complete_orbitals_witness` gives a two-point example with orbitals $(3/5,4/5)$ and $(4/5,-3/5)$ and one amplitude with values $1$ and $2$. It checks completeness and that the overlaps, which are $1$, $2$ and $4$, are nonzero. The tail weights at the two points are $1$ and $4$.
